# Strong subadditivity of log principal minors and Gaussian entropy for positive definite matrices

## Minors, entropies and the bound

Take finitely many jointly Gaussian real variables, such as the dimensionless coordinates of a harmonic system in thermal equilibrium, with positive definite covariance matrix \(M\). How much do the variables in \(X\) still tell us about those in \(Z\) once those in \(Y\) are known?

For an index set \(S\), let \(M_{SS}\) be the block of \(M\) on \(S\), and let \(D(S)=\det M_{SS}\), with \(D(\varnothing)=1\). With natural logarithms, the differential entropy is

\[
h(S)=\frac{|S|}{2}\log(2\pi e)+\frac12\log D(S).
\]

For any index sets \(S,T\),

\[
D(S\cup T)D(S\cap T)\le D(S)D(T),
\]
\[
h(S\cup T)+h(S\cap T)\le h(S)+h(T).
\]

The determinant bound also holds for complex positive definite \(M\). If \(X\cap Z=\varnothing\), setting \(S=X\cup Y\) and \(T=Y\cup Z\) gives

\[
D(X\cup Y\cup Z)D(Y)\le D(X\cup Y)D(Y\cup Z).
\]

## Conditional mutual information from covariance blocks

For pairwise disjoint sets, a code that analyses Gaussian fluctuations can compute

\[
I(X;Z|Y)=\frac12\log\frac{D(X\cup Y)D(Y\cup Z)}{D(Y)D(X\cup Y\cup Z)}\ge0.
\]

A value more negative than rounding can explain points to mismatched blocks or a matrix that is not positive definite. For finitely many quantum harmonic oscillators in a thermal state, with \(M\) the covariance of their dimensionless positions, \(h\) is the entropy of the Gaussian distribution of positions. It is not the von Neumann entropy, whose strong subadditivity is a separate theorem.

As an example, take \(X=\{1\}\), \(Y=\{2\}\), \(Z=\{3\}\) and

\[
M=\begin{pmatrix}2&1&0\\1&2&1\\0&1&2\end{pmatrix}.
\]

The full determinant is \(4\), \(D(Y)=2\), and both two-variable minors are \(3\). The bound reads \(8\le9\), and \(I(X;Z|Y)=\frac12\log(9/8)\approx0.059\). The variance of variable 3 is \(3/2\) given variable 2, and \(4/3\) given variables 1 and 2.

## Conditioning does not raise the remaining determinant

**Adding a positive semidefinite matrix.** Let \(A,K\ge0\). If \(\det A=0\), then \(\det A\le\det(A+K)\), since the right side is nonnegative. Otherwise diagonalise \(A=U\Lambda U^\dagger\) and set \(W=U\Lambda^{-1/2}\), so that \(W^\dagger AW=I\). The matrix \(W^\dagger KW\) has eigenvalues \(\ell_i\ge0\). Taking determinants of \(W^\dagger(A+K)W=I+W^\dagger KW\) and using \(|\det W|^2\det A=1\) gives

\[
\det(A+K)=\det A\prod_i(1+\ell_i)\ge\det A.
\]

**Chain rule.** Let \(G_S\) be \(M_{SS}^{-1}\) padded with zeros, and let \(C_S=M-MG_SM\). For \(R\) disjoint from \(S\), subtracting \(M_{RS}M_{SS}^{-1}\) times the first block row from the second gives

\[
D(S\cup R)=D(S)\det(M_{RR}-M_{RS}M_{SS}^{-1}M_{SR})=D(S)\det(C_S)_{RR}.
\]

**More conditioning.** Let \(E_S\) contain the columns of the identity labelled by \(S\). Then \(G_S=E_SM_{SS}^{-1}E_S^\dagger\), so \(G_SME_S=E_S\). For \(P\subseteq S\), the columns of \(E_P\) are among those of \(E_S\); hence \(G_SMG_P=G_P\), and the adjoint gives \(G_PMG_S=G_P\). With \(\Delta=G_S-G_P\), these relations give \(\Delta M\Delta=\Delta\), and therefore

\[
C_S=(I-G_SM)^\dagger M(I-G_SM)\ge0,
\]
\[
C_P-C_S=M\Delta M=(\Delta M)^\dagger M(\Delta M)\ge0.
\]

**Combination.** Put \(P=S\cap T\) and \(R=T\setminus S\). The first result, applied to the \(R\) blocks, gives \(\det(C_S)_{RR}\le\det(C_P)_{RR}\). Using the chain rule twice,

\[
\begin{aligned}
D(S\cup T)D(P)&=D(S)D(P)\det(C_S)_{RR}\\
&\le D(S)D(P)\det(C_P)_{RR}=D(S)D(T).
\end{aligned}
\]

Half the logarithm of this, with \(|S\cup T|+|S\cap T|=|S|+|T|\), gives the entropy bound. For three sets, \((X\cup Y)\cap(Y\cup Z)=Y\cup(X\cap Z)=Y\).

## The inequalities in Lean

```lean
import Mathlib

open Matrix
open scoped ComplexOrder

namespace GaussianStrongSubadditivity

noncomputable section

variable {𝕜 n : Type*} [RCLike 𝕜] [Fintype n] [DecidableEq n]

/-- The block of `M` whose rows and columns lie in `S`. -/
abbrev block (M : Matrix n n 𝕜) (S : Finset n) : Matrix S S 𝕜 :=
  M.submatrix Subtype.val Subtype.val

/-- The principal minor `D(S)`: the determinant of the block of `M` on `S`. -/
def minor (M : Matrix n n 𝕜) (S : Finset n) : 𝕜 := (block M S).det

/-- The inverse of the block on `S`, extended by zero to all indices;
its domain is the matrices whose block on `S` is invertible. -/
def blockInv (M : Matrix n n 𝕜) (S : Finset n) : Matrix n n 𝕜 :=
  (1 : Matrix n n 𝕜).submatrix id (Subtype.val : S → n) * (block M S)⁻¹ *
    (1 : Matrix n n 𝕜).submatrix (Subtype.val : S → n) id

/-- The conditional covariance given the variables in `S`;
its domain is the matrices whose block on `S` is invertible. -/
def condCov (M : Matrix n n 𝕜) (S : Finset n) : Matrix n n 𝕜 :=
  M - M * blockInv M S * M

/-- The differential entropy of the variables in `S` for a real Gaussian distribution with
positive definite covariance matrix `M`. -/
def gaussianEntropy (M : Matrix n n ℝ) (S : Finset n) : ℝ :=
  (S.card : ℝ) / 2 * Real.log (2 * Real.pi * Real.exp 1) + Real.log (minor M S) / 2

/-- A Hermitian matrix is brought to the diagonal form of its eigenvalues by a unitary matrix. -/
theorem exists_diagonalization {m : Type*} [Fintype m] [DecidableEq m] {A : Matrix m m 𝕜}
    (hA : A.IsHermitian) : ∃ U : Matrix m m 𝕜, Uᴴ * U = 1 ∧
      Uᴴ * A * U = diagonal (fun i => (hA.eigenvalues i : 𝕜)) := by
  let U : Matrix m m 𝕜 := hA.eigenvectorUnitary
  have hU : Uᴴ * U = 1 := Matrix.mem_unitaryGroup_iff'.1 hA.eigenvectorUnitary.2
  have hAU : A * U = U * diagonal (fun i => (hA.eigenvalues i : 𝕜)) := by
    ext i j
    have h := congrFun (hA.mulVec_eigenvectorBasis j) i
    rw [Matrix.mul_diagonal]
    simpa [U, Matrix.mul_apply, Matrix.mulVec, dotProduct, RCLike.real_smul_eq_coe_mul,
      mul_comm] using h
  exact ⟨U, hU, by rw [Matrix.mul_assoc, hAU, ← Matrix.mul_assoc, hU, Matrix.one_mul]⟩

/-- Adding a positive semidefinite matrix to a positive semidefinite matrix does not lower
the determinant. -/
theorem det_le_det_add {m : Type*} [Fintype m] [DecidableEq m] {A K : Matrix m m 𝕜}
    (hA : A.PosSemidef) (hK : K.PosSemidef) : A.det ≤ (A + K).det := by
  by_cases h0 : A.det = 0
  · rw [h0]
    exact (hA.add hK).det_nonneg
  have hpos : ∀ i, 0 < hA.1.eigenvalues i := by
    intro i
    refine lt_of_le_of_ne (hA.eigenvalues_nonneg i) fun h => h0 ?_
    rw [hA.1.det_eq_prod_eigenvalues]
    exact Finset.prod_eq_zero (Finset.mem_univ i) (by simp [← h])
  -- a congruence `W` turns `A` into the identity
  obtain ⟨U, -, hUA⟩ := exists_diagonalization hA.1
  let R : Matrix m m 𝕜 := diagonal (fun i => (((√(hA.1.eigenvalues i))⁻¹ : ℝ) : 𝕜))
  let W := U * R
  have hW : Wᴴ * A * W = 1 := by
    have h1 : Wᴴ * A * W = Rᴴ * (Uᴴ * A * U) * R := by
      simp only [W, Matrix.conjTranspose_mul, Matrix.mul_assoc]
    rw [h1, hUA, Matrix.diagonal_conjTranspose, Matrix.diagonal_mul_diagonal,
      Matrix.diagonal_mul_diagonal, ← Matrix.diagonal_one]
    congr 1
    funext i
    have hs : √(hA.1.eigenvalues i) ≠ 0 := (Real.sqrt_pos.2 (hpos i)).ne'
    have hr : (√(hA.1.eigenvalues i))⁻¹ * hA.1.eigenvalues i *
        (√(hA.1.eigenvalues i))⁻¹ = 1 := by
      have hq := Real.mul_self_sqrt (hpos i).le
      field_simp
      nlinarith
    have hc := congrArg (fun x : ℝ => (x : 𝕜)) hr
    simpa using hc
  -- the transformed perturbation `L` has nonnegative eigenvalues
  have hL : (Wᴴ * K * W).PosSemidef := hK.conjTranspose_mul_mul_same W
  obtain ⟨V, hV, hVL⟩ := exists_diagonalization hL.1
  have hone : (1 : 𝕜) ≤ (1 + Wᴴ * K * W).det := by
    have hd : (1 + Wᴴ * K * W).det = ((∏ i, (1 + hL.1.eigenvalues i) : ℝ) : 𝕜) := by
      have h1 : Vᴴ * (1 + Wᴴ * K * W) * V =
          diagonal (fun i => 1 + (hL.1.eigenvalues i : 𝕜)) := by
        rw [Matrix.mul_add, Matrix.add_mul, Matrix.mul_one, hV, hVL, ← Matrix.diagonal_one,
          Matrix.diagonal_add]
      have h2 := congrArg Matrix.det h1
      have h3 := congrArg Matrix.det hV
      rw [Matrix.det_mul, Matrix.det_mul, Matrix.det_diagonal] at h2
      rw [Matrix.det_mul, Matrix.det_one] at h3
      push_cast
      linear_combination h2 - (1 + Wᴴ * K * W).det * h3
    have hp : (1 : ℝ) ≤ ∏ i, (1 + hL.1.eigenvalues i) := by
      calc (1 : ℝ) = ∏ _i : m, (1 : ℝ) := by simp
        _ ≤ _ := Finset.prod_le_prod (fun _ _ => zero_le_one)
          (fun i _ => by linarith [hL.eigenvalues_nonneg i])
    rw [hd]
    generalize (∏ i, (1 + hL.1.eigenvalues i) : ℝ) = p at hp
    rw [RCLike.le_iff_re_im]
    exact ⟨by simpa using hp, by simp⟩
  have hfac : (A + K).det = A.det * (1 + Wᴴ * K * W).det := by
    have h1 := congrArg Matrix.det hW
    rw [← hW, ← Matrix.add_mul, ← Matrix.mul_add, Matrix.det_mul, Matrix.det_mul]
    rw [Matrix.det_mul, Matrix.det_mul, Matrix.det_one] at h1
    linear_combination -(A + K).det * h1
  rw [hfac]
  simpa using mul_le_mul_of_nonneg_left hone hA.det_nonneg

omit [Fintype n] in
/-- A principal minor may be computed with any one-to-one labelling `f` of its index set. -/
theorem minor_eq_det {a : Type*} [Fintype a] [DecidableEq a] (M : Matrix n n 𝕜) (S : Finset n)
    (f : a → n) (hf : Function.Injective f) (hS : ∀ i, i ∈ S ↔ ∃ x, f x = i) :
    minor M S = (M.submatrix f f).det := by
  let e : a ≃ S := Equiv.ofBijective (fun x => ⟨f x, (hS _).2 ⟨x, rfl⟩⟩)
    ⟨fun x y h => hf (congrArg Subtype.val h), fun s => by
      obtain ⟨x, hx⟩ := (hS s.1).1 s.2
      exact ⟨x, Subtype.ext hx⟩⟩
  exact (Matrix.det_submatrix_equiv_self e (block M S)).symm

/-- Chain rule: for disjoint `Y` and `S` with `D(Y) ≠ 0`, the minor on `Y ∪ S` is `D(Y)` times
the minor on `S` of the conditional covariance given `Y`. -/
theorem minor_union (M : Matrix n n 𝕜) {Y S : Finset n} (hY : minor M Y ≠ 0)
    (h : Disjoint Y S) : minor M (Y ∪ S) = minor M Y * minor (condCov M Y) S := by
  let f : Y ⊕ S → n := Sum.elim Subtype.val Subtype.val
  have hf : Function.Injective f :=
    Function.Injective.sumElim Subtype.val_injective Subtype.val_injective
      (fun a b hab => Finset.disjoint_left.1 h a.2 (by rw [hab]; exact b.2))
  have hb : M.submatrix f f = fromBlocks (block M Y) (M.submatrix Subtype.val Subtype.val)
      (M.submatrix Subtype.val Subtype.val) (block M S) := by
    ext (i | i) (j | j) <;> rfl
  have hc : M * blockInv M Y * M = M.submatrix id (Subtype.val : Y → n) * (block M Y)⁻¹ *
      M.submatrix (Subtype.val : Y → n) id := by
    have h1 : M * (1 : Matrix n n 𝕜).submatrix id (Subtype.val : Y → n) =
        M.submatrix id Subtype.val := by
      ext i j; simp [Matrix.mul_apply, Matrix.one_apply]
    have h2 : (1 : Matrix n n 𝕜).submatrix (Subtype.val : Y → n) id * M =
        M.submatrix Subtype.val id := by
      ext i j; simp [Matrix.mul_apply, Matrix.one_apply]
    rw [← h1, ← h2]
    simp only [blockInv, Matrix.mul_assoc]
  let _ : Invertible (block M Y) :=
    Matrix.invertibleOfIsUnitDet _ (isUnit_iff_ne_zero.2 hY)
  -- the Schur complement is the conditional covariance
  rw [minor_eq_det M (Y ∪ S) f hf (by intro i; simp [f]), hb, Matrix.det_fromBlocks₁₁,
    Matrix.invOf_eq_nonsing_inv, condCov, hc]
  rfl

/-- For positive definite `M` and `Y ⊆ S`, the extended block inverse on `S` is Hermitian, and
multiplying `M` times the one on `Y` by it from the left gives back the one on `Y`. -/
theorem blockInv_spec {M : Matrix n n 𝕜} (hM : M.PosDef) {Y S : Finset n} (h : Y ⊆ S) :
    (blockInv M S)ᴴ = blockInv M S ∧ blockInv M S * M * blockInv M Y = blockInv M Y := by
  constructor
  · simp [blockInv, block, Matrix.conjTranspose_mul, Matrix.conjTranspose_nonsing_inv,
      Matrix.conjTranspose_submatrix, hM.1.eq, Matrix.mul_assoc]
  let J : Matrix n S 𝕜 := (1 : Matrix n n 𝕜).submatrix id Subtype.val
  let J' : Matrix S n 𝕜 := (1 : Matrix n n 𝕜).submatrix Subtype.val id
  let E : Matrix n Y 𝕜 := (1 : Matrix n n 𝕜).submatrix id Subtype.val
  let R : Matrix S Y 𝕜 := (1 : Matrix S S 𝕜).submatrix id (fun j => ⟨j.1, h j.2⟩)
  have hE : E = J * R := by
    ext i j
    rw [Matrix.mul_apply]
    change (1 : Matrix n n 𝕜) i j.1 =
      ∑ x : S, (1 : Matrix n n 𝕜) i x.1 * (1 : Matrix S S 𝕜) x ⟨j.1, h j.2⟩
    rw [Finset.sum_eq_single (⟨j.1, h j.2⟩ : S)]
    · simp
    · intro x _ hx
      rw [Matrix.one_apply_ne hx, mul_zero]
    · intro hx
      exact absurd (Finset.mem_univ _) hx
  have hB : J' * M * J = block M S := by
    have h1 : J' * M = M.submatrix Subtype.val id := by
      ext i j; simp [J', Matrix.mul_apply, Matrix.one_apply]
    rw [h1]
    ext i j; simp [J, Matrix.mul_apply, Matrix.one_apply]
  have hu : IsUnit (block M S).det :=
    isUnit_iff_ne_zero.2 (hM.submatrix Subtype.val_injective).det_pos.ne'
  have key : blockInv M S * M * E = E := by
    calc blockInv M S * M * E = J * ((block M S)⁻¹ * (J' * M * J)) * R := by
          rw [hE]; simp only [blockInv, J, J', Matrix.mul_assoc]
      _ = E := by rw [hB, Matrix.nonsing_inv_mul _ hu, Matrix.mul_one, hE]
  change blockInv M S * M * (E * (block M Y)⁻¹ * _) = E * (block M Y)⁻¹ * _
  rw [← Matrix.mul_assoc, ← Matrix.mul_assoc, key]

/-- The conditional covariance of a positive definite matrix is positive semidefinite. -/
theorem condCov_posSemidef {M : Matrix n n 𝕜} (hM : M.PosDef) (S : Finset n) :
    (condCov M S).PosSemidef := by
  obtain ⟨hG, hGG⟩ := blockInv_spec hM (Finset.Subset.refl S)
  have h := hM.posSemidef.conjTranspose_mul_mul_same (1 - blockInv M S * M)
  rw [Matrix.conjTranspose_sub, Matrix.conjTranspose_one, Matrix.conjTranspose_mul, hG,
    hM.1.eq] at h
  convert h using 1
  have h2 : M * (blockInv M S * M * blockInv M S) * M = M * blockInv M S * M := by rw [hGG]
  rw [condCov]
  linear_combination (norm := noncomm_ring) -h2

/-- For positive definite `M` and `Y ⊆ S`, the conditional covariance given `Y` minus the one given
`S` is positive semidefinite. -/
theorem condCov_antitone {M : Matrix n n 𝕜} (hM : M.PosDef) {Y S : Finset n} (h : Y ⊆ S) :
    (condCov M Y - condCov M S).PosSemidef := by
  obtain ⟨hG, hGH⟩ := blockInv_spec hM h
  obtain ⟨hH, hHH⟩ := blockInv_spec hM (Finset.Subset.refl Y)
  have hGG := (blockInv_spec hM (Finset.Subset.refl S)).2
  have hHG : blockInv M Y * M * blockInv M S = blockInv M Y := by
    have h1 := congrArg Matrix.conjTranspose hGH
    simpa only [Matrix.conjTranspose_mul, hG, hH, hM.1.eq, Matrix.mul_assoc] using h1
  have hp := hM.posSemidef.conjTranspose_mul_mul_same ((blockInv M S - blockInv M Y) * M)
  rw [Matrix.conjTranspose_mul, Matrix.conjTranspose_sub, hG, hH, hM.1.eq] at hp
  simp only [condCov]
  generalize blockInv M S = G at *
  generalize blockInv M Y = H at *
  have core : (G - H) * M * (G - H) = G - H := by
    calc (G - H) * M * (G - H) = G * M * G - G * M * H - H * M * G + H * M * H := by
          noncomm_ring
      _ = G - H := by rw [hGG, hGH, hHG, hHH]; abel
  convert hp using 1
  calc M - M * H * M - (M - M * G * M) = M * (G - H) * M := by noncomm_ring
    _ = M * ((G - H) * M * (G - H)) * M := by rw [core]
    _ = _ := by simp only [Matrix.mul_assoc]

/-- For a positive definite matrix and any index sets `S` and `T`, the principal minors satisfy
`D(S ∪ T) D(S ∩ T) ≤ D(S) D(T)`. -/
theorem minor_union_mul_inter_le {M : Matrix n n 𝕜} (hM : M.PosDef) (S T : Finset n) :
    minor M (S ∪ T) * minor M (S ∩ T) ≤ minor M S * minor M T := by
  have hpos : ∀ A : Finset n, 0 < minor M A := fun A =>
    (hM.submatrix Subtype.val_injective).det_pos
  have h1 : minor M (S ∪ T) = minor M S * minor (condCov M S) (T \ S) := by
    rw [← minor_union M (hpos S).ne' Finset.disjoint_sdiff, Finset.union_sdiff_self_eq_union]
  have h2 : minor M T = minor M (S ∩ T) * minor (condCov M (S ∩ T)) (T \ S) := by
    rw [← minor_union M (hpos _).ne'
      (Finset.disjoint_sdiff.mono_left Finset.inter_subset_left)]
    congr 1
    ext i
    simp only [Finset.mem_union, Finset.mem_inter, Finset.mem_sdiff]
    tauto
  -- the remaining determinant given `S` is at most the one given `S ∩ T`
  have h3 : minor (condCov M S) (T \ S) ≤ minor (condCov M (S ∩ T)) (T \ S) := by
    have h := det_le_det_add
      ((condCov_posSemidef hM S).submatrix (Subtype.val : ↥(T \ S) → n))
      ((condCov_antitone hM (Finset.inter_subset_left : S ∩ T ⊆ S)).submatrix
        (Subtype.val : ↥(T \ S) → n))
    have e : (condCov M S).submatrix (Subtype.val : ↥(T \ S) → n) Subtype.val +
        (condCov M (S ∩ T) - condCov M S).submatrix Subtype.val Subtype.val =
        block (condCov M (S ∩ T)) (T \ S) := by
      ext i j; simp
    rw [e] at h
    exact h
  calc minor M (S ∪ T) * minor M (S ∩ T)
      = minor M S * minor M (S ∩ T) * minor (condCov M S) (T \ S) := by rw [h1]; ring
    _ ≤ minor M S * minor M (S ∩ T) * minor (condCov M (S ∩ T)) (T \ S) :=
        mul_le_mul_of_nonneg_left h3 (mul_nonneg (hpos _).le (hpos _).le)
    _ = minor M S * minor M T := by rw [h2]; ring

/-- Strong subadditivity of Gaussian entropy: for a real positive definite covariance matrix,
the entropies of `S ∪ T` and `S ∩ T` add up to at most those of `S` and `T`. -/
theorem gaussianEntropy_strong_subadditivity {M : Matrix n n ℝ} (hM : M.PosDef)
    (S T : Finset n) : gaussianEntropy M (S ∪ T) + gaussianEntropy M (S ∩ T) ≤
      gaussianEntropy M S + gaussianEntropy M T := by
  have hpos : ∀ A : Finset n, 0 < minor M A := fun A =>
    (hM.submatrix Subtype.val_injective).det_pos
  have h := Real.log_le_log (mul_pos (hpos _) (hpos _)) (minor_union_mul_inter_le hM S T)
  rw [Real.log_mul (hpos _).ne' (hpos _).ne', Real.log_mul (hpos _).ne' (hpos _).ne'] at h
  have hc : ((S ∪ T).card : ℝ) + (S ∩ T).card = S.card + T.card := by
    exact_mod_cast Finset.card_union_add_card_inter S T
  simp only [gaussianEntropy]
  linear_combination h / 2 + Real.log (2 * Real.pi * Real.exp 1) / 2 * hc

/-- For a positive definite matrix and index sets `X`, `Y`, `Z` with `X` and `Z` disjoint,
`D(X ∪ Y ∪ Z) D(Y) ≤ D(X ∪ Y) D(Y ∪ Z)`. -/
theorem minor_strong_subadditivity {M : Matrix n n 𝕜} (hM : M.PosDef) {X Y Z : Finset n}
    (h : Disjoint X Z) :
    minor M (X ∪ Y ∪ Z) * minor M Y ≤ minor M (X ∪ Y) * minor M (Y ∪ Z) := by
  have hu : (X ∪ Y) ∪ (Y ∪ Z) = X ∪ Y ∪ Z := by
    ext i
    simp only [Finset.mem_union]
    tauto
  have hi : (X ∪ Y) ∩ (Y ∪ Z) = Y := by
    ext i
    have hd : i ∈ X → i ∉ Z := fun hx => Finset.disjoint_left.1 h hx
    simp only [Finset.mem_union, Finset.mem_inter]
    tauto
  have hmain := minor_union_mul_inter_le hM (X ∪ Y) (Y ∪ Z)
  rwa [hu, hi] at hmain

end

end GaussianStrongSubadditivity
```

```lean
#print axioms GaussianStrongSubadditivity.gaussianEntropy_strong_subadditivity
#print axioms GaussianStrongSubadditivity.minor_strong_subadditivity
```

```
'GaussianStrongSubadditivity.gaussianEntropy_strong_subadditivity' depends on axioms: [propext, Classical.choice, Quot.sound]
'GaussianStrongSubadditivity.minor_strong_subadditivity' depends on axioms: [propext, Classical.choice, Quot.sound]
```

## What the Lean statements cover

The finite type `n` labels the variables, `Finset n` holds index sets, and `𝕜` is the real or complex field. `hM : M.PosDef` includes Hermiticity. `minor` is \(D\), and `condCov M S` is \(C_S\), kept at full size with zero rows and columns on \(S\). `blockInv M S` is \(G_S\), whose block on \(S\) is \(M_{SS}^{-1}\), in general not the block of \(M^{-1}\) on \(S\).

`minor_union_mul_inter_le` states the bound for two sets, and `minor_strong_subadditivity` the one for three, where the only condition on the index sets is that `X` and `Z` are disjoint. Strong subadditivity here is a property of \(\log D\), not of \(D\) itself. `gaussianEntropy_strong_subadditivity` concerns real matrices. Its entropy is defined by the determinant formula; identifying that with \(-\int\rho\log\rho\) for a Gaussian density \(\rho\) is the step left to the reader.

`det_le_det_add` carries out the first step by hand, using `exists_diagonalization`. `minor_union` is the chain rule: `minor_eq_det` relabels the union, and `Matrix.det_fromBlocks₁₁` supplies the Schur complement. `blockInv_spec` gives the relations for \(G_S\), from which `condCov_posSemidef` and `condCov_antitone` follow. The final `calc` in `minor_union_mul_inter_le` is the combination above.

The Mathlib lemma `conjTranspose_mul_mul_same` provides positivity at three places: if \(K\ge0\), then \(B^\dagger KB\ge0\). For the two conditional covariance results, `convert` reduces the goal to a matrix identity, which `noncomm_ring` helps to verify without commuting factors.

The theorems hold for a sample covariance too if it is positive definite, but they say nothing about rounding or sampling error. A sample covariance with the mean removed is singular when there are no more samples than variables, so it fails the hypothesis `M.PosDef`.
